# On a quadratic surface, fixed-step steepest descent diverges from any start that overlaps a Hessian eigenvector of negative curvature

Take two coordinates $y, z$ and the energy $(c\,y^2 - a\,z^2)/2$ with $a, c > 0$, which has a saddle at the origin. A steepest-descent step of fixed size $t > 0$ subtracts $t$ times the gradient $(c\,y, -a\,z)$, so

$$y_{k+1} = (1 - tc)\,y_k, \qquad z_{k+1} = (1 + ta)\,z_k .$$

The second factor exceeds 1. With $a = c = 1$, $t = 0.1$ and the start $(1, 0.001)$, the distance from the saddle first falls to about $0.04$ near step 35, which looks like convergence. By step 100, $z$ has grown to about $13.8$. Only a start with $z_0 = 0$ exactly leads to the saddle.

The same holds for any symmetric Hessian with an eigenvector of negative curvature. For geometry optimisation it means that, within the quadratic model, steepest descent with a fixed step ends at a transition state only if its starting displacement has no component along the unstable mode. In-plane displacements of planar ammonia are of this kind, since they are orthogonal to the umbrella mode.

## A quadratic energy and a fixed step

Let $x$ be the displacement from a stationary point and $A$ the Hessian there. The energy relative to that point is $U(x) = \langle x, A x\rangle/2$, and the iterates are

$$x_{k+1} = x_k - t\,A x_k .$$

Physically, this is the harmonic approximation. It makes the gradient linear in $x$, so that every step applies the same linear map. On a real surface the approximation fails at larger displacements, and "the norm tends to infinity" should then be read as a tendency to leave the harmonic region. Where the path goes afterwards is a question that the model does not address.

In the code, `E` is the space of displacements: a real vector space with an inner product, of any dimension until the last theorem. The Hessian is a linear map `A : E →ₗ[ℝ] E`, and `inner ℝ x y` is $\langle x, y\rangle$.

In Lean 4 with Mathlib:

```lean
import Mathlib

open Filter Topology

namespace SteepestDescentSaddle

noncomputable section

variable {E : Type*} [NormedAddCommGroup E] [InnerProductSpace ℝ E]

/-- The quadratic energy `⟨x, A x⟩ / 2` at displacement `x` from a stationary point
with Hessian `A`. -/
def energy (A : E →ₗ[ℝ] E) (x : E) : ℝ := inner ℝ x (A x) / 2
```

The iterate $x_k$ is `descent A t x₀ k`, defined by recursion on `k`. There is no line search, and the step does not change along the path.

```lean
/-- The iterates of steepest descent with fixed step `t`, started at `x₀`:
each step subtracts `t` times the gradient `A x`. -/
def descent (A : E →ₗ[ℝ] E) (t : ℝ) (x₀ : E) : ℕ → E
  | 0 => x₀
  | k + 1 => descent A t x₀ k - t • A (descent A t x₀ k)
```

## A symmetric Hessian

Second derivatives commute, so the Hessian of a smooth energy is symmetric: $\langle A x, y\rangle = \langle x, A y\rangle$. This is `A.IsSymmetric`, and this section uses it twice.

The first use is to identify the gradient. Along a line through $x$ in direction $u$,

$$U(x + s u) = U(x) + \tfrac{s}{2}\big(\langle x, A u\rangle + \langle u, A x\rangle\big) + s^2\,U(u) = U(x) + s\,\langle A x, u\rangle + s^2\,U(u).$$

The derivative at $s = 0$ is $\langle A x, u\rangle$, so the gradient is $A x$ and the recursion does follow its negative. The proof establishes this polynomial identity first, with `h1` and `h2` turning the two cross terms into $\langle A x, u\rangle$, and then differentiates term by term.

```lean
/-- For a symmetric Hessian `A`, the slope of the energy at `x` along `u` is `⟨A x, u⟩`:
the gradient is `A x`. -/
theorem energy_slope {A : E →ₗ[ℝ] E} (hA : A.IsSymmetric) (x u : E) :
    HasDerivAt (fun s : ℝ => energy A (x + s • u)) (inner ℝ (A x) u) 0 := by
  -- along a line the energy is a quadratic polynomial
  have h : (fun s : ℝ => energy A (x + s • u)) =
      fun s : ℝ => (energy A x + s * inner ℝ (A x) u) + s ^ 2 * energy A u := by
    funext s
    have h1 : inner ℝ x (A u) = inner ℝ (A x) u := (hA x u).symm
    have h2 : inner ℝ u (A x) = inner ℝ (A x) u := real_inner_comm _ _
    simp only [energy, map_add, map_smul, inner_add_left, inner_add_right,
      real_inner_smul_left, real_inner_smul_right]
    linear_combination (s / 2) * h1 + (s / 2) * h2
  rw [h]
  have h1 : HasDerivAt (fun s : ℝ => s * inner ℝ (A x) u) (1 * inner ℝ (A x) u) 0 :=
    (hasDerivAt_id' (0 : ℝ)).mul_const _
  have h2 : HasDerivAt (fun s : ℝ => s ^ 2 * energy A u) (2 * 0 * energy A u) 0 := by
    simpa using (hasDerivAt_pow 2 (0 : ℝ)).mul_const (energy A u)
  exact ((h1.const_add (energy A x)).fun_add h2).congr_deriv (by ring)
```

The second use is to isolate one mode. If $A v = \mu v$, then

$$\langle x_{k+1}, v\rangle = \langle x_k, v\rangle - t\,\langle A x_k, v\rangle = \langle x_k, v\rangle - t\,\langle x_k, A v\rangle = (1 - t\mu)\,\langle x_k, v\rangle ,$$

and by induction $\langle x_k, v\rangle = (1 - t\mu)^k\,\langle x_0, v\rangle$. In the proof, `h` is the step that moves $A$ from $x_k$ to $v$.

```lean
/-- For a symmetric Hessian, each descent step multiplies the component along an
eigenvector of curvature `μ` by `1 - t μ`. -/
theorem descent_component {A : E →ₗ[ℝ] E} (hA : A.IsSymmetric) {v : E} {μ : ℝ}
    (hv : A v = μ • v) (t : ℝ) (x₀ : E) (k : ℕ) :
    inner ℝ (descent A t x₀ k) v = (1 - t * μ) ^ k * inner ℝ x₀ v := by
  induction k with
  | zero => simp [descent]
  | succ k ih =>
    have h := hA (descent A t x₀ k) v
    rw [descent, inner_sub_left, real_inner_smul_left, h, hv, real_inner_smul_right, ih]
    ring
```

Without symmetry the conclusion fails. Take

$$A = \begin{pmatrix} -1 & 2 \\ 0 & 1 \end{pmatrix}, \qquad v = (1, 0), \qquad x_0 = (1, 1).$$

Here $A v = -v$ and $\langle x_0, v\rangle = 1$, but $A x_0 = x_0$. The iterates are $(1 - t)^k x_0$, which tend to zero for $0 < t < 2$.

## Negative curvature and a positive step

The hypothesis `hv : A v = (-a) • v` with `0 < a` says that a non-zero $v$ is an eigenvector of the Hessian along which the energy curves downwards. Downward curvature alone would not be enough: for $A = \mathrm{diag}(1, -1)$ the energy also curves downwards along $(1, 2)$, and the start $(1, 0)$ overlaps that direction, yet descent from it converges to the saddle for $0 < t < 2$. In a mass-weighted Hessian, an eigenvector of negative curvature is a mode of imaginary frequency. The hypothesis `0 < t` says that the step is taken against the gradient.

Setting $\mu = -a$ gives the factor $1 + ta$, which is greater than 1 because both numbers are positive. The Cauchy–Schwarz inequality then turns growth of one component into growth of the whole vector:

$$(1 + ta)^k\,|\langle x_0, v\rangle| = |\langle x_k, v\rangle| \le \|x_k\|\,\|v\| .$$

For a normalised $v$ the last factor is 1. The proof starts from Cauchy–Schwarz and rewrites its left side with `descent_component`; `hp` lets the positive power come out of the absolute value.

```lean
/-- For a symmetric Hessian with `A v = -a v` and `a, t > 0`, the distance from the stationary point
is bounded below by a geometrically growing multiple of the initial overlap with `v`. -/
theorem descent_growth {A : E →ₗ[ℝ] E} (hA : A.IsSymmetric) {v : E} {a t : ℝ}
    (hv : A v = (-a) • v) (ha : 0 < a) (ht : 0 < t) (x₀ : E) (k : ℕ) :
    (1 + t * a) ^ k * |inner ℝ x₀ v| ≤ ‖descent A t x₀ k‖ * ‖v‖ := by
  have h := abs_real_inner_le_norm (descent A t x₀ k) v
  have e : 1 - t * (-a) = 1 + t * a := by ring
  have hp : 0 ≤ (1 + t * a) ^ k := by positivity
  rwa [descent_component hA hv, e, abs_mul, abs_of_nonneg hp] at h
```

If $a = 0$ or $t = 0$, the component along $v$ stays constant. If $t$ is negative and $|t|\,a < 2$, the component shrinks, because the iteration now climbs towards the top along $v$.

No direction of positive curvature is required. The bound therefore holds equally at a maximum, and in one dimension, where no saddle exists.

## A non-zero overlap with the unstable direction

The condition $\langle x_0, v\rangle \neq 0$ says that the starting geometry is displaced, however slightly, along the unstable mode. It also forces $v \neq 0$, so this is not assumed separately. Dividing the last inequality by $\|v\|$ gives

$$\|x_k\| \ge (1 + ta)^k\,\frac{|\langle x_0, v\rangle|}{\|v\|} .$$

The right side is a positive constant times a power of a number greater than 1, so it tends to infinity and takes $\|x_k\|$ with it.

In the proof, `hv0` extracts $v \neq 0$ from the overlap, `hc` is the positivity of the constant, and `hr` is $1 < 1 + ta$. The comparison is `tendsto_atTop_mono`. The conclusion `Tendsto … atTop atTop` means that the distance eventually exceeds every bound and stays above it.

```lean
/-- Let the symmetric Hessian have an eigenvector `v` with negative eigenvalue `-a`, and let the
step `t` be positive. If the starting point has a non-zero overlap with `v`, the distance of the
steepest-descent iterates from the stationary point tends to infinity. -/
theorem descent_escapes_saddle {A : E →ₗ[ℝ] E} (hA : A.IsSymmetric) {v : E} {a t : ℝ}
    (hv : A v = (-a) • v) (ha : 0 < a) (ht : 0 < t) {x₀ : E} (h₀ : inner ℝ x₀ v ≠ 0) :
    Tendsto (fun k => ‖descent A t x₀ k‖) atTop atTop := by
  have hv0 : v ≠ 0 := by
    rintro rfl
    exact h₀ (inner_zero_right _)
  have hn : 0 < ‖v‖ := norm_pos_iff.mpr hv0
  have hc : 0 < |inner ℝ x₀ v| / ‖v‖ := div_pos (abs_pos.mpr h₀) hn
  have hr : 1 < 1 + t * a := by
    have := mul_pos ht ha
    linarith
  -- compare with the geometric lower bound
  refine tendsto_atTop_mono (fun k => ?_)
    ((tendsto_pow_atTop_atTop_of_one_lt hr).atTop_mul_const hc)
  rw [← mul_div_assoc, div_le_iff₀ hn]
  exact descent_growth hA hv ha ht x₀ k
```

If the overlap is zero, it remains zero at every step, and this $v$ no longer decides the outcome. The iterates may approach the saddle, or they may diverge along a second unstable direction. The iterates here are real vectors without rounding; in floating-point work, a rounding error along $v$ can supply the missing overlap.

## Convergence to some point

Suppose now that the iterates converge to a point $p$, which need not be the saddle. Then $\|x_k\|$ converges to $\|p\|$ and cannot tend to infinity, so $\langle x_0, v\rangle = 0$. The proof is this contradiction.

```lean
/-- For a symmetric Hessian and a positive step, if steepest descent converges to any point, its
starting point is orthogonal to every eigenvector `v` with negative eigenvalue `-a`. -/
theorem orthogonal_of_descent_converges {A : E →ₗ[ℝ] E} (hA : A.IsSymmetric) {v : E}
    {a t : ℝ} (hv : A v = (-a) • v) (ha : 0 < a) (ht : 0 < t) {x₀ p : E}
    (hp : Tendsto (descent A t x₀) atTop (𝓝 p)) : inner ℝ x₀ v = 0 := by
  by_contra h
  exact not_tendsto_atTop_of_tendsto_nhds hp.norm (descent_escapes_saddle hA hv ha ht h)
```

A path that lands on the saddle after finitely many steps is included, because the gradient vanishes there and the iterates stay put.

Descent thus reaches the saddle only from the hyperplane orthogonal to $v$. The reverse implication fails in general. The next section gives conditions under which orthogonality to every eigenvector of negative curvature is enough.

## No flat modes, a short enough step, finite dimension

With these three conditions the criterion becomes exact: the iterates converge to the stationary point if and only if $x_0$ is orthogonal to every eigenvector of negative curvature.

One direction is the previous result with $a = -\mu$, applied to each negative $\mu$. It needs only symmetry and $t > 0$. For the other direction, choose an orthonormal eigenbasis $b_i$ with curvatures $\mu_i$ and expand:

$$x_k = \sum_i (1 - t\mu_i)^k\,\langle x_0, b_i\rangle\, b_i .$$

Terms with $\mu_i < 0$ vanish because $x_0$ is orthogonal to those $b_i$. For $\mu_i > 0$ the condition $0 < t\mu_i < 2$ gives $|1 - t\mu_i| < 1$, so the term decays geometrically. A finite sum of terms that tend to zero tends to zero.

**No zero eigenvalue.** This excludes flat modes. A molecule in Cartesian coordinates has them at a stationary point, namely overall translations and rotations, so the theorem applies after these have been removed, provided no other flat mode remains. By hand and in the proof, the condition leaves only the cases $\mu_i < 0$ and $\mu_i > 0$. Without it, a flat component keeps its initial value: for $A = 0$ no direction has negative curvature, yet every iterate equals $x_0$.

**The bound $t\mu < 2$.** This is the stability limit set by the stiffest mode, and it restricts only positive curvatures. It supplies the decay, as `hr` in the proof. At $t\mu = 2$ the component changes sign at each step without shrinking, and beyond that it grows.

**Finite dimension.** This describes a finite set of nuclear coordinates. It provides the eigenbasis and keeps the sum finite. Without it, a symmetric operator may have no eigenvectors at all. Multiplication by the coordinate $s$ on the square-integrable functions over $[-1, 1]$ is an example: both conditions on eigenvectors hold vacuously, but descent from the constant function 1 diverges for every $t > 0$.

The first two conditions are combined in `hspec`, where the clause `w ≠ 0` is easily forgotten. The zero vector satisfies $A\,0 = \mu\,0$ for every $\mu$, including $\mu = 0$. Without the clause, `hspec` would demand $0 \neq 0$, no Hessian could meet it, and the theorem would be true but empty. On the right of the equivalence no such clause is needed, since every $x_0$ is orthogonal to the zero vector.

In the proof, `hcomp` shows that each component tends to zero, treating the two signs of $\mu_i$ separately. Then `hexp` writes the iterate as the sum of its components, and `hsum` takes the limit of that sum.

```lean
/-- In finite dimension, let the symmetric Hessian have no zero eigenvalue and let the positive step
satisfy `t μ < 2` for every eigenvalue `μ`. Then steepest descent converges to the stationary point
exactly when it starts orthogonal to all eigenvectors with negative eigenvalue. -/
theorem descent_converges_iff [FiniteDimensional ℝ E] {A : E →ₗ[ℝ] E}
    (hA : A.IsSymmetric) {t : ℝ} (ht : 0 < t)
    (hspec : ∀ (μ : ℝ) (w : E), w ≠ 0 → A w = μ • w → μ ≠ 0 ∧ t * μ < 2) (x₀ : E) :
    Tendsto (descent A t x₀) atTop (𝓝 0) ↔
      ∀ (μ : ℝ) (w : E), μ < 0 → A w = μ • w → inner ℝ x₀ w = 0 := by
  constructor
  · intro h μ w hμ hw
    have hw' : A w = (-(-μ)) • w := by rw [neg_neg, hw]
    exact orthogonal_of_descent_converges hA hw' (neg_pos.mpr hμ) ht h
  · intro h
    obtain ⟨b, μ, hb⟩ : ∃ (b : OrthonormalBasis (Fin (Module.finrank ℝ E)) ℝ E)
        (μ : Fin (Module.finrank ℝ E) → ℝ), ∀ i, A (b i) = μ i • b i :=
      ⟨hA.eigenvectorBasis rfl, hA.eigenvalues rfl,
        fun i => hA.apply_eigenvectorBasis rfl i⟩
    -- every component in the eigenbasis is absent or decays geometrically
    have hcomp : ∀ i, Tendsto (fun k => inner ℝ (descent A t x₀ k) (b i)) atTop
        (𝓝 (0 : ℝ)) := by
      intro i
      simp only [descent_component hA (hb i)]
      obtain ⟨hne, hlt⟩ := hspec (μ i) (b i) (b.orthonormal.ne_zero i) (hb i)
      rcases lt_or_gt_of_ne hne with hneg | hpos
      · simp [h (μ i) (b i) hneg (hb i)]
      · have hr : |1 - t * μ i| < 1 := by
          have := mul_pos ht hpos
          rw [abs_lt]
          constructor <;> linarith
        simpa using (tendsto_pow_atTop_nhds_zero_of_abs_lt_one hr).mul_const
          (inner ℝ x₀ (b i))
    -- reassemble the iterate from its components
    have hexp : descent A t x₀ =
        fun k => ∑ i, (inner ℝ (descent A t x₀ k) (b i) : ℝ) • b i := by
      funext k
      exact (b.sum_repr' (descent A t x₀ k)).symm.trans
        (Finset.sum_congr rfl fun i _ => by rw [real_inner_comm])
    rw [hexp]
    have hsum := tendsto_finsetSum Finset.univ
      (fun i _ => (hcomp i).smul_const (b i))
    simpa only [zero_smul, Finset.sum_const_zero] using hsum

end

end SteepestDescentSaddle
```

If all curvatures are positive, the orthogonality condition is empty and the theorem says that descent converges to the minimum from every start. If all are negative, the eigenvectors span the space, and only $x_0 = 0$ qualifies.

```lean
#print axioms SteepestDescentSaddle.energy_slope
#print axioms SteepestDescentSaddle.orthogonal_of_descent_converges
#print axioms SteepestDescentSaddle.descent_converges_iff
```

```
'SteepestDescentSaddle.energy_slope' depends on axioms: [propext, Classical.choice, Quot.sound]
'SteepestDescentSaddle.orthogonal_of_descent_converges' depends on axioms: [propext, Classical.choice, Quot.sound]
'SteepestDescentSaddle.descent_converges_iff' depends on axioms: [propext, Classical.choice, Quot.sound]
```
